# Writing a product of two Ising spins as a product over all sites with multiplicities

On a finite set of sites, each carrying an Ising spin of value +1 or −1, a spin product is formed by raising the spin at each site to a given natural-number power and multiplying over all sites. The lemma says that if the power at a site `z` counts how many of the two equalities `z = x` and `z = y` hold, the result is s_x s_y. This holds for every fixed spin configuration and includes the case x = y, where that site has power 2. The attempt unfolds the definitions and asks `simp` to split the powers and the product over sites, so that each factor leaves a single spin.

As first written in Lean, the proof fails:

```lean
import Mathlib

open Finset

namespace SpinProductPair

noncomputable section

variable {Λ : Type*} [Fintype Λ] [DecidableEq Λ]

/-- The value `+1` or `-1` of an Ising spin. -/
def spin (b : Bool) : ℝ := if b then 1 else -1

/-- The product of spins in which site `x` occurs `n x` times. -/
def spinProduct (n : Λ → ℕ) (s : Λ → Bool) : ℝ := ∏ x, spin (s x) ^ n x

/-- The multiplicities of the sites in the product `s_x s_y`. -/
def pair (x y : Λ) : Λ → ℕ := fun z => (if z = x then 1 else 0) + (if z = y then 1 else 0)

/-- The spin product with the multiplicities of `pair x y` is `s_x s_y`. -/
theorem spinProduct_pair (x y : Λ) (s : Λ → Bool) :
    spinProduct (pair x y) s = spin (s x) * spin (s y) := by
  simp [spinProduct, pair, pow_add, Finset.prod_mul_distrib, pow_ite]

end

end SpinProductPair
```

Lean reports:

```
Main.lean:22:58: error: unsolved goals
Λ : Type u_1
inst✝¹ : Fintype Λ
inst✝ : DecidableEq Λ
x y : Λ
s : Λ → Bool
⊢ (∏ x_1,
      if x_1 = y then if x_1 = x then spin (s x_1) * spin (s x_1) else spin (s x_1)
      else if x_1 = x then spin (s x_1) else 1) =
    spin (s x) * spin (s y)
Main.lean:23:36: warning: This simp argument is unused:
  Finset.prod_mul_distrib

Hint: Omit it from the simp argument list.
  [apply] simp [spinProduct, pair, pow_add, pow_ite]

Note: This linter can be disabled with `set_option linter.unusedSimpArgs false`
```

Diagnosis. The error shows a product over sites that `simp` could not evaluate, its body a nested `if`. The warning says that `Finset.prod_mul_distrib`, meant to split this product in two, was never used.

`simp` simplifies the body first. There `pow_add` and `pow_ite` give a product of two `if` expressions, but the default simp lemmas `mul_ite` and `ite_mul` push the multiplication into the branches. No multiplication is then left at the top of the body for `Finset.prod_mul_distrib` to match.

The repair uses `simp only`, which leaves out those two lemmas, so the product splits. The other rules needed must now be named. `pow_one` and `pow_zero` turn the branches into the spin and 1, `Finset.prod_ite_eq'` picks out the one site where each condition holds, and `Finset.mem_univ` with `if_true` discharges the remaining membership test. This leaves `spin (s x) * spin (s y)`, as required.

After these edits no error is left:

```diff
@@ -21,5 +21,6 @@
 theorem spinProduct_pair (x y : Λ) (s : Λ → Bool) :
     spinProduct (pair x y) s = spin (s x) * spin (s y) := by
-  simp [spinProduct, pair, pow_add, Finset.prod_mul_distrib, pow_ite]
+  simp only [spinProduct, pair, pow_add, Finset.prod_mul_distrib, pow_ite, pow_one, pow_zero,
+    Finset.prod_ite_eq', Finset.mem_univ, if_true]
 
 end
```
